# The character of a site representation, extended by zero, is invariant under conjugation by the site group

A site group `H` sits inside a larger group `G` and acts on a complex vector space `V` through a representation `ρ`. Its character, the trace of `ρ`, is extended to all of `G` by setting it to zero outside `H`. The lemma says that this extended character takes the same value at `y` and at `h * y * h⁻¹`, for every `y` in `G` and every `h` in `H`. Neither group is assumed finite. Nor is `V` assumed finite-dimensional, but Mathlib sets the trace to zero when `V` is infinite-dimensional, so the lemma has content only in finite dimension. The proof splits on whether `y` lies in `H`: if it does, the cyclic property of the trace is to cancel `h` against its inverse, and if it does not, neither does its conjugate, so both values are zero.

The failing Lean file:

```lean
import Mathlib

open scoped Classical

namespace BandRepresentation

noncomputable section

variable {G V : Type*} [Group G] [AddCommGroup V] [Module ℂ V] {H : Subgroup G}

/-- The character of the site representation, extended by zero outside the site group. -/
def siteCharacter (ρ : H →* Module.End ℂ V) (y : G) : ℂ :=
  if hy : y ∈ H then LinearMap.trace ℂ V (ρ ⟨y, hy⟩) else 0

/-- The extended site character is unchanged under conjugation by the site group. -/
theorem siteCharacter_conj (ρ : H →* Module.End ℂ V) (h : H) (y : G) :
    siteCharacter ρ ((h : G) * y * (h : G)⁻¹) = siteCharacter ρ y := by
  by_cases hy : y ∈ H
  · have hy' : (h : G) * y * (h : G)⁻¹ ∈ H := H.mul_mem (H.mul_mem h.2 hy) (H.inv_mem h.2)
    have e : (⟨(h : G) * y * (h : G)⁻¹, hy'⟩ : H) = h * ⟨y, hy⟩ * h⁻¹ := Subtype.ext rfl
    simp only [siteCharacter, dif_pos hy, dif_pos hy']
    rw [e, map_mul, map_mul, LinearMap.trace_mul_comm ℂ (ρ h * ρ ⟨y, hy⟩), ← mul_assoc,
      ← map_mul ρ, inv_mul_cancel, map_one, one_mul]
  · have hy' : (h : G) * y * (h : G)⁻¹ ∉ H := fun h' => hy (by
      have := H.mul_mem (H.mul_mem (H.inv_mem h.2) h') h.2
      simpa [mul_assoc] using this)
    simp only [siteCharacter, dif_neg hy, dif_neg hy']

end

end BandRepresentation
```

The error:

```
Main.lean:22:20: error(lean.synthInstanceFailed): failed to synthesize instance of type class
  MulHomClass ((V →ₗ[ℂ] V) →ₗ[ℂ] ℂ) (V →ₗ[ℂ] V) ℂ

Hint: Type class instance resolution failures can be inspected with the `set_option trace.Meta.synthInstance true` command.
Main.lean:22:29: error: Tactic `rewrite` failed: Did not find an occurrence of the pattern
  (LinearMap.trace ℂ V) (ρ h * ρ ⟨y, hy⟩ * ?g)
in the target expression
  (LinearMap.trace ℂ V) (ρ (h * ⟨y, hy⟩)) * (LinearMap.trace ℂ V) (ρ h⁻¹) = (LinearMap.trace ℂ V) (ρ ⟨y, hy⟩)

case pos
G : Type u_1
V : Type u_2
inst✝² : Group G
inst✝¹ : AddCommGroup V
inst✝ : Module ℂ V
H : Subgroup G
ρ : ↥H →* Module.End ℂ V
h : ↥H
y : G
hy : y ∈ H
hy' : ↑h * y * (↑h)⁻¹ ∈ H
e : ⟨↑h * y * (↑h)⁻¹, hy'⟩ = h * ⟨y, hy⟩ * h⁻¹
⊢ (LinearMap.trace ℂ V) (ρ (h * ⟨y, hy⟩)) * (LinearMap.trace ℂ V) (ρ h⁻¹) = (LinearMap.trace ℂ V) (ρ ⟨y, hy⟩)
```

The two `map_mul` rewrites were meant to expand `ρ (h * ⟨y, hy⟩ * h⁻¹)` into a product of three operators. The first splits off `ρ h⁻¹`, leaving the trace of a product. The second, with no map specified, matches the trace itself and splits it into a product of two traces. That would need the trace to be multiplicative, and the first message reports that Lean finds no such `MulHomClass` instance.

The second message follows from the first. `LinearMap.trace_mul_comm` looks for the trace of a product beginning `ρ h * ρ ⟨y, hy⟩`, but the goal now has two separate traces, and `ρ (h * ⟨y, hy⟩)` is still unexpanded.

Writing `map_mul ρ` in the second place restricts the rewrite to `ρ`, so it expands `ρ (h * ⟨y, hy⟩)` inside the trace and the cyclic step finds its pattern. The same change in the first place is mere tidying, since that rewrite already acted on `ρ`.

Fix (accepted with no message):

```diff
@@ -20,5 +20,5 @@
     have e : (⟨(h : G) * y * (h : G)⁻¹, hy'⟩ : H) = h * ⟨y, hy⟩ * h⁻¹ := Subtype.ext rfl
     simp only [siteCharacter, dif_pos hy, dif_pos hy']
-    rw [e, map_mul, map_mul, LinearMap.trace_mul_comm ℂ (ρ h * ρ ⟨y, hy⟩), ← mul_assoc,
+    rw [e, map_mul ρ, map_mul ρ, LinearMap.trace_mul_comm ℂ (ρ h * ρ ⟨y, hy⟩), ← mul_assoc,
       ← map_mul ρ, inv_mul_cancel, map_one, one_mul]
   · have hy' : (h : G) * y * (h : G)⁻¹ ∉ H := fun h' => hy (by
```
